# A real two-orbital Fock matrix with levels e₁ < e₂ and coupling f is diagonalised, lower level first, by rotating the orbitals through −½ arctan(2f/(e₂ − e₁))

`roothaan_diagonalizes` concerns a fixed real symmetric 2×2 Fock matrix with diagonal entries e₁ < e₂ and any real coupling f; the matrix is not rebuilt from the new orbitals. It states that after a rotation through −½ arctan(2f/(e₂ − e₁)) both off-diagonal entries vanish and the first diagonal entry is strictly less than the second. The attempt writes the rotated entries with the double angle, sets y = 2f/(e₂ − e₁), and replaces sin(arctan y) by y cos(arctan y). It then seeks the ordering by showing that the new gap equals (e₂ − e₁)(1 + y²) cos(arctan y), which is positive.

Lean 4 with Mathlib refuses this proof:

```lean
import Mathlib

open Matrix

namespace RoothaanNewtonStep

noncomputable section

/-- The Fock matrix of one occupied and one virtual orbital with coupling `f`. -/
def fock (e₁ e₂ f : ℝ) : Matrix (Fin 2) (Fin 2) ℝ := !![e₁, f; f, e₂]

/-- The rotation by `θ` that mixes the two orbitals; its columns are the new orbitals. -/
def rot (θ : ℝ) : Matrix (Fin 2) (Fin 2) ℝ :=
  !![Real.cos θ, -Real.sin θ; Real.sin θ, Real.cos θ]

/-- The Fock matrix in the basis of the rotated orbitals. -/
def rotatedFock (e₁ e₂ f θ : ℝ) : Matrix (Fin 2) (Fin 2) ℝ :=
  (rot θ)ᵀ * fock e₁ e₂ f * rot θ

/-- The Roothaan angle: minus half the arctangent of `2 * f / (e₂ - e₁)`. -/
def roothaanAngle (e₁ e₂ f : ℝ) : ℝ := -(1 / 2) * Real.arctan (2 * f / (e₂ - e₁))

/-- The rotated Fock matrix written with the double angle. -/
theorem rotatedFock_eq (e₁ e₂ f θ : ℝ) : rotatedFock e₁ e₂ f θ =
    !![(e₁ + e₂) / 2 - (e₂ - e₁) / 2 * Real.cos (2 * θ) + f * Real.sin (2 * θ),
       f * Real.cos (2 * θ) + (e₂ - e₁) / 2 * Real.sin (2 * θ);
       f * Real.cos (2 * θ) + (e₂ - e₁) / 2 * Real.sin (2 * θ),
       (e₁ + e₂) / 2 + (e₂ - e₁) / 2 * Real.cos (2 * θ) - f * Real.sin (2 * θ)] := by
  have key : ∀ a b c d a' b' c' d' : ℝ, a = a' → b = b' → c = c' → d = d' →
      (!![a, b; c, d] : Matrix (Fin 2) (Fin 2) ℝ) = !![a', b'; c', d'] := by
    intro a b c d a' b' c' d' h1 h2 h3 h4
    rw [h1, h2, h3, h4]
  have ht : (rot θ)ᵀ = !![Real.cos θ, Real.sin θ; -Real.sin θ, Real.cos θ] := by
    ext i j
    fin_cases i <;> fin_cases j <;> simp [rot]
  have h := Real.sin_sq_add_cos_sq θ
  rw [rotatedFock, ht, rot, fock, Matrix.mul_fin_two, Matrix.mul_fin_two,
    Real.cos_two_mul, Real.sin_two_mul]
  refine key _ _ _ _ _ _ _ _ ?_ ?_ ?_ ?_
  · linear_combination e₂ * h
  · linear_combination (-f) * h
  · linear_combination (-f) * h
  · linear_combination e₁ * h

private lemma offdiag (e₁ e₂ f θ : ℝ) : rotatedFock e₁ e₂ f θ 0 1 =
    f * Real.cos (2 * θ) + (e₂ - e₁) / 2 * Real.sin (2 * θ) :=
  congrArg (fun M : Matrix (Fin 2) (Fin 2) ℝ => M 0 1) (rotatedFock_eq e₁ e₂ f θ)

private lemma offdiag' (e₁ e₂ f θ : ℝ) : rotatedFock e₁ e₂ f θ 1 0 =
    f * Real.cos (2 * θ) + (e₂ - e₁) / 2 * Real.sin (2 * θ) :=
  congrArg (fun M : Matrix (Fin 2) (Fin 2) ℝ => M 1 0) (rotatedFock_eq e₁ e₂ f θ)

private lemma diag_zero (e₁ e₂ f θ : ℝ) : rotatedFock e₁ e₂ f θ 0 0 =
    (e₁ + e₂) / 2 - (e₂ - e₁) / 2 * Real.cos (2 * θ) + f * Real.sin (2 * θ) :=
  congrArg (fun M : Matrix (Fin 2) (Fin 2) ℝ => M 0 0) (rotatedFock_eq e₁ e₂ f θ)

private lemma gap (e₁ e₂ f θ : ℝ) :
    rotatedFock e₁ e₂ f θ 1 1 - rotatedFock e₁ e₂ f θ 0 0 =
      (e₂ - e₁) * Real.cos (2 * θ) - 2 * f * Real.sin (2 * θ) := by
  have h : rotatedFock e₁ e₂ f θ 1 1 =
      (e₁ + e₂) / 2 + (e₂ - e₁) / 2 * Real.cos (2 * θ) - f * Real.sin (2 * θ) :=
    congrArg (fun M : Matrix (Fin 2) (Fin 2) ℝ => M 1 1) (rotatedFock_eq e₁ e₂ f θ)
  rw [h, diag_zero]
  ring

/-- For a positive gap the Roothaan rotation removes the coupling and puts the lower level first. -/
theorem roothaan_diagonalizes {e₁ e₂ : ℝ} (hd : e₁ < e₂) (f : ℝ) :
    rotatedFock e₁ e₂ f (roothaanAngle e₁ e₂ f) 0 1 = 0 ∧
    rotatedFock e₁ e₂ f (roothaanAngle e₁ e₂ f) 1 0 = 0 ∧
    rotatedFock e₁ e₂ f (roothaanAngle e₁ e₂ f) 0 0 <
      rotatedFock e₁ e₂ f (roothaanAngle e₁ e₂ f) 1 1 := by
  have hpos : 0 < e₂ - e₁ := sub_pos.mpr hd
  have hang : 2 * roothaanAngle e₁ e₂ f = -Real.arctan (2 * f / (e₂ - e₁)) := by
    rw [roothaanAngle]; ring
  have hy : 2 * f / (e₂ - e₁) * (e₂ - e₁) = 2 * f := div_mul_cancel₀ _ hpos.ne'
  have hg := gap e₁ e₂ f (roothaanAngle e₁ e₂ f)
  rw [offdiag, offdiag']
  rw [hang, Real.cos_neg, Real.sin_neg] at *
  generalize 2 * f / (e₂ - e₁) = y at *
  have hs : Real.sin (Real.arctan y) = y * Real.cos (Real.arctan y) := by
    rw [Real.sin_arctan, Real.cos_arctan]; ring
  have hc : 0 < Real.cos (Real.arctan y) := Real.cos_arctan_pos y
  rw [hs] at *
  have h0 : f * Real.cos (Real.arctan y) +
      (e₂ - e₁) / 2 * -(y * Real.cos (Real.arctan y)) = 0 := by
    linear_combination (-(Real.cos (Real.arctan y)) / 2) * hy
  refine ⟨h0, h0, ?_⟩
  -- the new gap is a manifestly positive multiple of the old one
  have hp : 0 < (e₂ - e₁) * (1 + y ^ 2) * Real.cos (Real.arctan y) := by positivity
  have he : (e₂ - e₁) * Real.cos (Real.arctan y) -
      2 * f * -(y * Real.cos (Real.arctan y)) =
      (e₂ - e₁) * (1 + y ^ 2) * Real.cos (Real.arctan y) := by
    linear_combination (-(y * Real.cos (Real.arctan y))) * hy
  linarith

end

end RoothaanNewtonStep
```

Messages:

```
Main.lean:94:2: error: linarith failed to find a contradiction
e₁ e₂ : ℝ
hd : e₁ < e₂
f : ℝ
hpos : 0 < e₂ - e₁
y : ℝ
hang : -Real.arctan y = -Real.arctan y
hy : y * (e₂ - e₁) = 2 * f
hg :
  rotatedFock e₁ e₂ f (roothaanAngle e₁ e₂ f) 1 1 - rotatedFock e₁ e₂ f (roothaanAngle e₁ e₂ f) 0 0 =
    (e₂ - e₁) * Real.cos (Real.arctan y) - 2 * f * -Real.sin (Real.arctan y)
hs : y * Real.cos (Real.arctan y) = y * Real.cos (Real.arctan y)
hc : 0 < Real.cos (Real.arctan y)
h0 : f * Real.cos (Real.arctan y) + (e₂ - e₁) / 2 * -(y * Real.cos (Real.arctan y)) = 0
hp : 0 < (e₂ - e₁) * (1 + y ^ 2) * Real.cos (Real.arctan y)
he :
  (e₂ - e₁) * Real.cos (Real.arctan y) - 2 * f * -(y * Real.cos (Real.arctan y)) =
    (e₂ - e₁) * (1 + y ^ 2) * Real.cos (Real.arctan y)
a✝ : rotatedFock e₁ e₂ f (roothaanAngle e₁ e₂ f) 1 1 ≤ rotatedFock e₁ e₂ f (roothaanAngle e₁ e₂ f) 0 0
⊢ False
failed
```

Diagnosis. The error says that `linarith` could not derive the ordering of the diagonal entries from the hypotheses. The printed context shows why: `hg`, the formula for the new gap, still contains `Real.sin (Real.arctan y)`, while `he` has `y * Real.cos (Real.arctan y)` in its place. `linarith` does not know that these are equal, so it cannot link the gap in `hg` to the positive quantity in `hp`.

The equation that would link them was `hs`, but `rw [hs] at *` also rewrote `hs` with itself, leaving the trivial `y * Real.cos (Real.arctan y) = y * Real.cos (Real.arctan y)`. This happened before `hg` was reached, and the spoiled equation could no longer remove the sine there. The goal had already been rewritten, so `h0` still fitted the two off-diagonal claims.

The repair, `rw [hs] at hg ⊢`, rewrites only `hg` and the goal and leaves `hs` intact. The right side of `hg` then matches the left side of `he`, and with `hp` the ordering follows by linear arithmetic.

After these edits no error is left:

```diff
@@ -81,5 +81,5 @@
     rw [Real.sin_arctan, Real.cos_arctan]; ring
   have hc : 0 < Real.cos (Real.arctan y) := Real.cos_arctan_pos y
-  rw [hs] at *
+  rw [hs] at hg ⊢
   have h0 : f * Real.cos (Real.arctan y) +
       (e₂ - e₁) / 2 * -(y * Real.cos (Real.arctan y)) = 0 := by
```
